# Vertex and Screening Equations for a Finite Green Function with a Differentiable Self-Energy

Suppose the self-energy is held fixed while the potential is varied. The screened interaction can then diverge where the true one is finite. A toy level, chosen for its simple algebra and not as a model of a physical system, shows it. Let its Green function, which also plays the role of the density, obey \(G^{-1}=-V-\Sigma(G)\) with \(\Sigma(G)=-G\), and take the branch \(G=(V-\sqrt{V^2+4})/2\). At \(V=0\) we have \(G=-1\), and with \(\Sigma\) frozen the density response is \(G^2=1\). For an interaction \(v=1\) the screened interaction \(v/(1-v\cdot 1)\) is infinite. The actual slope is \(dG/dV=1/2\), which gives \(v/(1-v/2)=2\). The missing factor is the vertex.

## The response of G, and then of V

Let \(i,j,k,l\) run over a finite set of space-time points, each a lattice site or grid point together with one of finitely many times. The time belongs to the index because the diagonal of a Green function at a single frequency is not the density. Let \(L\) and \(v\) be fixed matrices: \(L\) is the inverse Green function without potential or self-energy, and \(v\) is the bare interaction. The Green function \(G(V)\) depends on a local potential \(V\), which in turn depends on an external potential \(\varphi\):

\[
G^{-1}=L-\operatorname{diag}(V)-\Sigma(G),\qquad V=\varphi+v\,\operatorname{diag}G(V).
\]

On a vector, \(\operatorname{diag}\) builds a diagonal matrix; on a matrix, it extracts the diagonal, here the density \(n_i=G_{ii}\). Write \(\partial_k=\partial/\partial V_k\), let \(E_{kk}\) be the matrix whose only nonzero entry is a 1 at \((k,k)\), and let \(D\Sigma[X]\) be the derivative of \(\Sigma\) at \(G\) in the direction \(X\). Define

\[
\Gamma_k=-\partial_kG^{-1},\quad P_{ik}=(G\Gamma_kG)_{ii},\quad R_{ij}=\frac{\partial V_i}{\partial\varphi_j},\quad W=Rv.
\]

If both relations hold near the point considered, and \(G\), \(\Sigma\) and \(V\) are differentiable there, then

\[
\Gamma_k=E_{kk}+D\Sigma[G\Gamma_kG],\qquad W=v+vPW.
\]

Differentiate \(GG^{-1}=1\) to get \((\partial_kG)G^{-1}+G\,\partial_kG^{-1}=0\). Multiplying by \(G\) from the right gives

\[
\partial_kG=-G(\partial_kG^{-1})G=G\Gamma_kG.
\]

The Dyson equation and the chain rule give \(\partial_kG^{-1}=-E_{kk}-D\Sigma[\partial_kG]\). Changing the sign and inserting \(\partial_kG=G\Gamma_kG\) yields the vertex equation.

The diagonal of \(\partial_kG\) is \(\partial n_i/\partial V_k=P_{ik}\), so \(P\) is the density response to the total potential. Differentiating the Hartree relation gives

\[
R_{ij}=\delta_{ij}+\sum_{l,k}v_{il}P_{lk}R_{kj},\qquad\text{that is}\qquad R=1+vPR.
\]

Multiplication by \(v\) from the right gives the equation for \(W\). Rearranged, \((1-vP)R=1\). For square matrices this makes the dielectric matrix \(1-vP\) invertible, with \(R=(1-vP)^{-1}\) and \(W=(1-vP)^{-1}v\).

If \(D\Sigma=0\) at the point, then \(\Gamma_k=E_{kk}\) and \(P_{ik}=(GE_{kk}G)_{ii}=G_{ik}G_{ki}\), the bubble. The GW approximation uses this bubble although its self-energy depends on \(G\); in the present finite model, the vertex equation identifies the term that is left out.

The same argument gives the density response to the external potential, \(\chi=\partial n/\partial\varphi=PR\). Inserting \(R=1+v\chi\) yields \(\chi=P+Pv\chi\) and \(W=v+v\chi v\).

## A potential with infinite slope

Differentiability of \(V(\varphi)\) means physically that the self-consistent potential has a finite linear response. Without it, the dielectric matrix can be singular. For a purely mathematical example, take a single index and real scalars, with \(L=0\), \(v=1\) and

\[
\Sigma(G)=-G^{-1}-G-(G-1)^3 .
\]

The Dyson equation becomes \(V=G+(G-1)^3\), which defines a differentiable \(G(V)\) near \(V=1\), with \(G=1\) and \(dG/dV=1\) there. The Hartree relation becomes \(\varphi=V-G=(G-1)^3\), so \(V=1+\varphi^{1/3}+\varphi\). Every other hypothesis holds at \(\varphi=0\), but \(V\) has infinite slope there and \(1-vP=0\).

## The self-consistent point in Lean

The scalars `𝕜` are real or complex. In the code, `n` is the finite index set, not the density \(n_i\).

```lean
import Mathlib

open Matrix Filter Topology

namespace HedinEquations

noncomputable section

-- In finite dimension the choice of matrix norm does not affect derivatives.
attribute [local instance] Matrix.normedAddCommGroup Matrix.normedSpace

variable {𝕜 n : Type*} [RCLike 𝕜] [Fintype n] [DecidableEq n]
```

The map \(U\mapsto\operatorname{diag}(U)\) is packaged as a continuous linear map, which is its own derivative.

```lean
/-- The linear map that turns a local potential `U` into the operator `diag(U)`. -/
def diagCLM : (n → 𝕜) →L[𝕜] Matrix n n 𝕜 :=
  LinearMap.toContinuousLinearMap (Matrix.diagonalLinearMap n 𝕜 𝕜)
```

The next structure collects the hypotheses. `S` is \(\Sigma\), `φ₀` is the external potential at the point considered, and `U` is a freely varied total potential. The notation `∀ᶠ` says that a relation holds throughout some neighbourhood, which is what allows it to be differentiated. The field `dyson` states the Dyson equation as a product equal to one, so it includes the invertibility of \(G\).

```lean
/-- The Green function `G(V)` obeys the Dyson equation with self-energy `S(G)`, and the total
potential `V(φ)` is the external potential plus the Hartree potential of the density `diag G`.
Both relations hold near the point considered, where `G`, `S` and `V` are differentiable. -/
structure SelfConsistent (L v : Matrix n n 𝕜) (S : Matrix n n 𝕜 → Matrix n n 𝕜)
    (G : (n → 𝕜) → Matrix n n 𝕜) (V : (n → 𝕜) → (n → 𝕜)) (φ₀ : n → 𝕜) : Prop where
  diffG : DifferentiableAt 𝕜 G (V φ₀)
  diffS : DifferentiableAt 𝕜 S (G (V φ₀))
  diffV : DifferentiableAt 𝕜 V φ₀
  dyson : ∀ᶠ U in 𝓝 (V φ₀), G U * (L - diagonal U - S (G U)) = 1
  hartree : ∀ᶠ φ in 𝓝 φ₀, V φ = φ + v *ᵥ (G (V φ)).diag
```

The self-energy is any function of \(G\) that meets these hypotheses. Hedin's equation expressing \(\Sigma\) through \(G\), \(W\) and \(\Gamma\) is neither assumed nor derived. The Hartree term sits in \(V\) and must not be counted again in \(\Sigma\). The density is \(G_{ii}\) without the usual factor \(-i\); over the complex numbers that factor can be absorbed into `v`, and \(W\) then carries it too. Over the complex numbers, differentiability requires the first-order change of \(\Sigma\) at the point to be complex-linear in the change of \(G\), with no contribution from its complex conjugate. Continuum and equal-time limits are not treated.

## Vertex, polarization and screening as derivatives

The vector `Pi.single k 1` is the unit change of the potential at `k`. The vertex is minus the derivative of the actual matrix inverse in that direction.

```lean
/-- The vertex `Γ_k = -∂G⁻¹/∂V_k`, for `G` invertible and `G⁻¹` differentiable at `U`. -/
def vertex (G : (n → 𝕜) → Matrix n n 𝕜) (U : n → 𝕜) (k : n) : Matrix n n 𝕜 :=
  -(fderiv 𝕜 (fun U => (G U)⁻¹) U (Pi.single k 1))
```

The polarization is then built from \(G\Gamma_kG\), as in the derivation.

```lean
/-- The irreducible polarization `P_ik = (G Γ_k G)_ii`. -/
def polarization (G : (n → 𝕜) → Matrix n n 𝕜) (U : n → 𝕜) : Matrix n n 𝕜 :=
  Matrix.of fun i k => (G U * vertex G U k * G U) i i
```

`response` is the Jacobian \(R\), with the total potential indexed by `i` and the external one by `j`.

```lean
/-- The Jacobian `∂V_i/∂φ_j` of the total potential with respect to the external one, for `V`
differentiable at `φ`. -/
def response (V : (n → 𝕜) → (n → 𝕜)) (φ : n → 𝕜) : Matrix n n 𝕜 :=
  Matrix.of fun i j => fderiv 𝕜 V φ (Pi.single j 1) i

/-- The screened interaction `W = (dV/dφ) v`, for `V` differentiable at `φ`. -/
def screened (v : Matrix n n 𝕜) (V : (n → 𝕜) → (n → 𝕜)) (φ : n → 𝕜) : Matrix n n 𝕜 :=
  response V φ * v
```

## From the Dyson equation to the density response

The first lemma is the derivative of an inverse along a one-parameter path. The matrix norm in use is entrywise and in general not submultiplicative, so the product rule is applied to each entry. `h0` is the differentiated product, and the final `calc` multiplies it by \(A\) from the right.

```lean
/-- If `A B = 1` along a differentiable path, then `A' = -A B' A`. -/
theorem deriv_of_mul_eq_one {A B : 𝕜 → Matrix n n 𝕜} {A' B' : Matrix n n 𝕜} {t : 𝕜}
    (hA : HasDerivAt A A' t) (hB : HasDerivAt B B' t) (hAB : ∀ᶠ s in 𝓝 t, A s * B s = 1) :
    A' = -(A t * B' * A t) := by
  have entry : ∀ {C : 𝕜 → Matrix n n 𝕜} {C' : Matrix n n 𝕜}, HasDerivAt C C' t →
      ∀ i j, HasDerivAt (fun s => C s i j) (C' i j) t := fun hC i j =>
    (LinearMap.toContinuousLinearMap
      (Matrix.entryLinearMap 𝕜 𝕜 i j)).hasFDerivAt.comp_hasDerivAt t hC
  -- the product rule, entry by entry
  have h0 : A' * B t + A t * B' = 0 := by
    ext i j
    have h1 : HasDerivAt (fun s => ∑ l, A s i l * B s l j)
        (∑ l, (A' i l * B t l j + A t i l * B' l j)) t :=
      HasDerivAt.fun_sum fun l _ => (entry hA i l).fun_mul (entry hB l j)
    have h2 : (fun s => ∑ l, A s i l * B s l j) =ᶠ[𝓝 t]
        fun _ => (1 : Matrix n n 𝕜) i j := by
      filter_upwards [hAB] with s hs
      have h := congrFun (congrFun hs i) j
      rwa [Matrix.mul_apply] at h
    have h3 := h1.unique ((hasDerivAt_const t _).congr_of_eventuallyEq h2)
    simpa [Matrix.mul_apply, Finset.sum_add_distrib] using h3
  have hBA : B t * A t = 1 := mul_eq_one_comm.1 hAB.self_of_nhds
  calc A' = A' * (B t * A t) := by rw [hBA, mul_one]
    _ = (A' * B t + A t * B') * A t - A t * B' * A t := by noncomm_ring
    _ = -(A t * B' * A t) := by rw [h0, zero_mul, zero_sub]
```

From here on, the hypothesis `h` in a theorem says that the point is self-consistent in the sense of `SelfConsistent`. Near the point, \(G^{-1}\) equals the right-hand side of the Dyson equation, whose derivative follows from the chain rule. This also shows that the derivative used in `vertex` exists.

```lean
variable {L v : Matrix n n 𝕜} {S : Matrix n n 𝕜 → Matrix n n 𝕜}
  {G : (n → 𝕜) → Matrix n n 𝕜} {V : (n → 𝕜) → (n → 𝕜)} {φ₀ : n → 𝕜}

/-- The derivative of the Dyson equation: `dG⁻¹ = -diag(dV) - DS[dG]`. -/
theorem hasFDerivAt_inverse (h : SelfConsistent L v S G V φ₀) :
    HasFDerivAt (fun U => (G U)⁻¹)
      (0 - diagCLM - (fderiv 𝕜 S (G (V φ₀))).comp (fderiv 𝕜 G (V φ₀))) (V φ₀) := by
  have hd : HasFDerivAt (fun U => L - diagonal U - S (G U))
      (0 - diagCLM - (fderiv 𝕜 S (G (V φ₀))).comp (fderiv 𝕜 G (V φ₀))) (V φ₀) :=
    ((hasFDerivAt_const L (V φ₀)).sub diagCLM.hasFDerivAt).sub
      (h.diffS.hasFDerivAt.comp (V φ₀) h.diffG.hasFDerivAt)
  refine hd.congr_of_eventuallyEq ?_
  filter_upwards [h.dyson] with U hU
  exact Matrix.inv_eq_right_inv hU
```

To obtain \(\partial_kG=G\Gamma_kG\), the path lemma is applied to \(G\) and \(G^{-1}\) along the line \(V+t e_k\) at \(t=0\), where \(e_k\) is the unit vector at `k`.

```lean
/-- The Green function responds to the total potential through the vertex:
`∂G/∂V_k = G Γ_k G`. -/
theorem green_response (h : SelfConsistent L v S G V φ₀) (k : n) :
    fderiv 𝕜 G (V φ₀) (Pi.single k 1) = G (V φ₀) * vertex G (V φ₀) k * G (V φ₀) := by
  have hl : Tendsto (fun t : 𝕜 => V φ₀ + t • (Pi.single k 1 : n → 𝕜)) (𝓝 0) (𝓝 (V φ₀)) :=
    Continuous.tendsto' (by fun_prop) 0 _ (by simp)
  have hAB : ∀ᶠ t : 𝕜 in 𝓝 0, G (V φ₀ + t • (Pi.single k 1 : n → 𝕜)) *
      (G (V φ₀ + t • (Pi.single k 1 : n → 𝕜)))⁻¹ = 1 := by
    filter_upwards [hl.eventually h.dyson] with t ht
    rw [Matrix.inv_eq_right_inv ht, ht]
  have key := deriv_of_mul_eq_one (h.diffG.hasFDerivAt.hasLineDerivAt (Pi.single k 1))
    ((hasFDerivAt_inverse h).differentiableAt.hasFDerivAt.hasLineDerivAt (Pi.single k 1)) hAB
  rw [zero_smul, add_zero] at key
  have hv : G (V φ₀) * vertex G (V φ₀) k * G (V φ₀) = -(G (V φ₀) *
      fderiv 𝕜 (fun U => (G U)⁻¹) (V φ₀) (Pi.single k 1) * G (V φ₀)) := by
    rw [vertex, mul_neg, neg_mul]
  exact key.trans hv.symm
```

An arbitrary change `x` of the potential is a sum of unit changes. Linearity therefore turns the previous result into \(dn=Px\).

```lean
/-- The density change `(dG)_ii` caused by a change `x` of the total potential is `(P x)_i`. -/
theorem density_response (h : SelfConsistent L v S G V φ₀) (x : n → 𝕜) :
    (fderiv 𝕜 G (V φ₀) x).diag = polarization G (V φ₀) *ᵥ x := by
  have hx : x = ∑ k, x k • (Pi.single k 1 : n → 𝕜) := by
    ext i
    simp [Finset.sum_apply, Pi.single_apply]
  ext i
  rw [Matrix.diag_apply]
  conv_lhs => rw [hx]
  rw [map_sum, Matrix.sum_apply]
  refine Finset.sum_congr rfl fun k _ => ?_
  rw [map_smul, green_response h, Matrix.smul_apply, smul_eq_mul, mul_comm]
  rfl
```

## The vertex and screening equations

In the proof of \(R=1+vPR\), the map `M` sends a matrix \(A\) to \(v\,\operatorname{diag}A\). The chain rule differentiates the right-hand side of the Hartree relation, and `density_response` replaces the change in density by \(P\) acting on the change in potential.

```lean
/-- The total potential responds to the external one as `dV/dφ = 1 + v P (dV/dφ)`. -/
theorem response_equation (h : SelfConsistent L v S G V φ₀) :
    response V φ₀ = 1 + v * polarization G (V φ₀) * response V φ₀ := by
  let M : Matrix n n 𝕜 →L[𝕜] (n → 𝕜) :=
    LinearMap.toContinuousLinearMap (v.mulVecLin ∘ₗ Matrix.diagLinearMap n 𝕜 𝕜)
  have hR : HasFDerivAt V (ContinuousLinearMap.id 𝕜 (n → 𝕜) +
      M.comp ((fderiv 𝕜 G (V φ₀)).comp (fderiv 𝕜 V φ₀))) φ₀ :=
    ((hasFDerivAt_id φ₀).add (M.hasFDerivAt.comp φ₀
      (h.diffG.hasFDerivAt.comp φ₀ h.diffV.hasFDerivAt))).congr_of_eventuallyEq h.hartree
  ext i j
  have hV : fderiv 𝕜 V φ₀ (Pi.single j 1) = Pi.single j 1 +
      v *ᵥ (fderiv 𝕜 G (V φ₀) (fderiv 𝕜 V φ₀ (Pi.single j 1))).diag :=
    DFunLike.congr_fun hR.fderiv (Pi.single j 1)
  rw [density_response h, Matrix.mulVec_mulVec] at hV
  have h1 : (1 : Matrix n n 𝕜) i j = (Pi.single j 1 : n → 𝕜) i := by
    simp [Matrix.one_apply, Pi.single_apply]
  rw [Matrix.add_apply, h1]
  exact congrFun hV i
```

The main theorem has two parts. The first evaluates the derivative of \(G^{-1}\) in direction `k` and inserts `green_response`; the second multiplies the response equation by `v` from the right.

```lean
/-- Hedin's equations for the vertex and the screened interaction at a self-consistent point:
`Γ_k = E_kk + DS[G Γ_k G]` and `W = v + v P W`. -/
theorem hedin_equations (h : SelfConsistent L v S G V φ₀) :
    (∀ k, vertex G (V φ₀) k = diagonal (Pi.single k 1) +
      fderiv 𝕜 S (G (V φ₀)) (G (V φ₀) * vertex G (V φ₀) k * G (V φ₀))) ∧
    screened v V φ₀ = v + v * polarization G (V φ₀) * screened v V φ₀ := by
  constructor
  · intro k
    have hk : fderiv 𝕜 (fun U => (G U)⁻¹) (V φ₀) (Pi.single k 1) =
        0 - diagonal (Pi.single k 1) -
          fderiv 𝕜 S (G (V φ₀)) (fderiv 𝕜 G (V φ₀) (Pi.single k 1)) :=
      DFunLike.congr_fun (hasFDerivAt_inverse h).fderiv (Pi.single k 1)
    rw [← green_response h k, vertex, hk]
    abel
  · have hr := congrArg (· * v) (response_equation h)
    simpa only [screened, add_mul, one_mul, mul_assoc] using hr
```

Invertibility of \(1-vP\) is a conclusion here, obtained from \((1-vP)R=1\).

```lean
/-- At a self-consistent point the dielectric matrix `1 - v P` is invertible, and
`W = (1 - v P)⁻¹ v`. -/
theorem screened_eq_inverse_dielectric (h : SelfConsistent L v S G V φ₀) :
    IsUnit (1 - v * polarization G (V φ₀)) ∧
    screened v V φ₀ = (1 - v * polarization G (V φ₀))⁻¹ * v := by
  have h1 : (1 - v * polarization G (V φ₀)) * response V φ₀ = 1 := by
    rw [sub_mul, one_mul, sub_eq_iff_eq_add]
    exact response_equation h
  exact ⟨IsUnit.of_mul_eq_one _ h1, by rw [Matrix.inv_eq_right_inv h1, screened]⟩
```

For the bubble, the vertex equation with \(D\Sigma=0\) reduces \(\Gamma_k\) to \(E_{kk}\), and the matrix product collapses to one term.

```lean
/-- If the derivative of the self-energy with respect to `G` vanishes at a self-consistent
point, the polarization is the bubble `P_ik = G_ik G_ki`. -/
theorem polarization_bubble (h : SelfConsistent L v S G V φ₀)
    (hS : fderiv 𝕜 S (G (V φ₀)) = 0) (i k : n) :
    polarization G (V φ₀) i k = G (V φ₀) i k * G (V φ₀) k i := by
  have hk : vertex G (V φ₀) k = diagonal (Pi.single k 1) := by
    rw [(hedin_equations h).1 k, hS]
    simp
  change (G (V φ₀) * vertex G (V φ₀) k * G (V φ₀)) i i = _
  rw [hk, Matrix.mul_apply]
  simp only [Matrix.mul_diagonal]
  simp [Pi.single_apply]
```

## Independent levels that satisfy every hypothesis

The last theorem places a copy of the opening toy level at each index, with `v` the identity matrix. The Dyson equation reduces to \(G^2-VG=1\) on each level. For positive \(\varphi\) the square root equals \(\varphi+1/\varphi\), so \(G=-1/\varphi\) and the Hartree relation follows. At \(\varphi=1\) the vertex equation reads \(\Gamma_k=E_{kk}-\Gamma_k\). Hence \(\Gamma_k=E_{kk}/2\), \(P\) is half the identity, and \(W\) is twice the identity, in agreement with the value 2 found at the start.

```lean
/-- Independent levels with `S(G) = -G`, `v = 1` and `L = 0` are self-consistent at `φ = 1`,
with `G = diag((V - √(V² + 4))/2)` and `V = φ - 1/φ`. -/
theorem selfConsistent_witness :
    SelfConsistent (0 : Matrix n n ℝ) 1 (fun M => -M)
      (fun U => diagonal fun i => (U i - √(U i ^ 2 + 4)) / 2)
      (fun φ i => φ i - (φ i)⁻¹) (fun _ => 1) where
  diffG := by
    have hg : Differentiable ℝ
        (fun (U : n → ℝ) (i : n) => (U i - √(U i ^ 2 + 4)) / 2) := by
      intro U
      refine differentiableAt_pi.2 fun i => ?_
      have h1 : Differentiable ℝ (fun U : n → ℝ => U i) := by fun_prop
      have h2 : Differentiable ℝ (fun U : n → ℝ => U i ^ 2 + 4) := by fun_prop
      have h3 : U i ^ 2 + 4 ≠ 0 := by positivity
      simp only [div_eq_mul_inv]
      exact ((h1 U).sub ((h2 U).sqrt h3)).mul_const (2 : ℝ)⁻¹
    exact ((diagCLM (𝕜 := ℝ) (n := n)).differentiable.comp hg).differentiableAt
  diffS := differentiableAt_id.neg
  diffV := by
    refine differentiableAt_pi.2 fun i => ?_
    have h1 : Differentiable ℝ (fun U : n → ℝ => U i) := by fun_prop
    exact (h1 _).sub ((h1 _).inv one_ne_zero)
  dyson := Eventually.of_forall fun U => by
    rw [zero_sub, sub_neg_eq_add, mul_add, mul_neg, diagonal_mul_diagonal,
      diagonal_mul_diagonal, diagonal_neg, diagonal_add, ← diagonal_one]
    refine congrArg diagonal (funext fun i => ?_)
    have hs := Real.sq_sqrt (show (0 : ℝ) ≤ U i ^ 2 + 4 by positivity)
    change -((U i - √(U i ^ 2 + 4)) / 2 * U i) +
      (U i - √(U i ^ 2 + 4)) / 2 * ((U i - √(U i ^ 2 + 4)) / 2) = 1
    linear_combination hs / 4
  hartree := by
    have hpos : ∀ᶠ φ : n → ℝ in 𝓝 (fun _ => 1), ∀ i, 0 < φ i :=
      eventually_all.2 fun i =>
        ((continuous_apply i).tendsto (fun _ : n => (1 : ℝ))).eventually
          (lt_mem_nhds one_pos)
    filter_upwards [hpos] with φ hφ
    ext i
    have hi := hφ i
    -- for positive `φ` the square root is `φ + 1/φ`
    have hs : √((φ i - (φ i)⁻¹) ^ 2 + 4) = φ i + (φ i)⁻¹ := by
      have hsq : (φ i - (φ i)⁻¹) ^ 2 + 4 = (φ i + (φ i)⁻¹) ^ 2 := by
        linear_combination (-4) * mul_inv_cancel₀ hi.ne'
      rw [hsq, Real.sqrt_sq (by positivity)]
    rw [Matrix.one_mulVec, Pi.add_apply, Matrix.diag_apply, diagonal_apply_eq, hs]
    ring

end

end HedinEquations
```

```lean
#print axioms HedinEquations.hedin_equations
-- 'HedinEquations.hedin_equations' depends on axioms: [propext, Classical.choice, Quot.sound]
#print axioms HedinEquations.screened_eq_inverse_dielectric
-- 'HedinEquations.screened_eq_inverse_dielectric' depends on axioms: [propext, Classical.choice, Quot.sound]
#print axioms HedinEquations.polarization_bubble
-- 'HedinEquations.polarization_bubble' depends on axioms: [propext, Classical.choice, Quot.sound]
```
